# Decay and unit jump of the zero-temperature imaginary-time Green's function for a gapped one-particle Hamiltonian

Let $H$ be a Hermitian one-particle Hamiltonian whose levels all lie at distance at least $d>0$ from the chemical potential $\mu$, and let $P$ and $Q$ be its spectral projectors below and above $\mu$. With $\hbar=1$, the zero-temperature imaginary-time Green's function of non-interacting fermions,

$$G(\tau)=\begin{cases}-e^{-(H-\mu)\tau}\,Q,&\tau>0\\ e^{-(H-\mu)\tau}\,P,&\tau<0\end{cases}$$

satisfies $G'=-(H-\mu)G$ for $\tau\neq0$, has operator norm $\|G(\tau)\|\le e^{-d|\tau|}$, and jumps by $G(0^+)-G(0^-)=-1$.

In Lean, `H` is an element of a unital C*-algebra `A`. This covers Hermitian matrices with the operator norm and bounded operators on a Hilbert space, but not unbounded Hamiltonians.

```lean
import Mathlib

open Filter Topology

namespace ImaginaryTimeGreen

noncomputable section

variable {A : Type*} [CStarAlgebra A]
```

The projectors come from step functions of a level $x$. The functional calculus `cfc f H` applies $f$ to every level of $H$.

```lean
/-- Zero-temperature occupation of a level `x`: one below `mu`, zero otherwise. -/
def occ (mu x : ℝ) : ℝ := if x < mu then 1 else 0

/-- Indicator of an empty level `x`: one above `mu`, zero otherwise. -/
def virt (mu x : ℝ) : ℝ := if mu < x then 1 else 0

/-- Spectral projector `P` of `H` below `mu`, for self-adjoint `H` with `mu` outside its
spectrum. -/
def occProj (H : A) (mu : ℝ) : A := cfc (occ mu) H

/-- Spectral projector `Q` of `H` above `mu`, for self-adjoint `H` with `mu` outside its
spectrum. -/
def virtProj (H : A) (mu : ℝ) : A := cfc (virt mu) H
```

The evolution factor is the operator exponential, and `algebraMap ℝ A mu` is $\mu$ times the identity. The definition of `green` puts $\tau=0$ on the occupied branch, so $G(0)=P$.

```lean
/-- Imaginary-time evolution `exp(-(H - mu) τ)`. -/
def evol (H : A) (mu τ : ℝ) : A := NormedSpace.exp (τ • -(H - algebraMap ℝ A mu))

/-- The Green's function: `-exp(-(H - mu) τ) Q` for `τ > 0` and `exp(-(H - mu) τ) P` for
`τ ≤ 0`. -/
def green (H : A) (mu τ : ℝ) : A :=
  if 0 < τ then -(evol H mu τ * virtProj H mu) else evol H mu τ * occProj H mu
```

## The gap: `hd` and `hgap`

Physically, the system is an insulator or a molecule with $\mu$ between occupied and empty levels. For a matrix with eigenpairs $\varepsilon_i,|i\rangle$,

$$P=\sum_{\varepsilon_i<\mu}|i\rangle\langle i|,\qquad Q=\sum_{\varepsilon_i>\mu}|i\rangle\langle i|.$$

No level sits at $\mu$, so $P+Q=1$. The gap also sets the decay rate. For $\tau>0$ only levels with $\varepsilon_i-\mu\ge d$ contribute, and $e^{-(\varepsilon_i-\mu)\tau}\le e^{-d\tau}$. For $\tau<0$ only levels with $\mu-\varepsilon_i\ge d$ contribute, and $e^{-(\varepsilon_i-\mu)\tau}=e^{-(\mu-\varepsilon_i)|\tau|}\le e^{-d|\tau|}$.

The proof first extracts `hmu`, that $\mu$ is not in the spectrum. The steps are then continuous on the spectrum, as the functional calculus requires.

```lean
/-- The occupation step is continuous on any set of levels that avoids `mu`. -/
theorem continuousOn_occ {S : Set ℝ} {mu : ℝ} (hmu : mu ∉ S) : ContinuousOn (occ mu) S := by
  have hne : ∀ x ∈ S, x ≠ mu := fun x hx h => hmu (h ▸ hx)
  -- away from `mu` the step is `(1 - sign (x - mu)) / 2`
  have h : ContinuousOn (fun x : ℝ => (1 - (x - mu) / |x - mu|) / 2) S := by
    refine ContinuousOn.div_const (continuousOn_const.sub
      (ContinuousOn.div (by fun_prop) (by fun_prop) ?_)) 2
    intro x hx
    exact abs_ne_zero.mpr (sub_ne_zero.mpr (hne x hx))
  refine h.congr fun x hx => ?_
  have h0 : x - mu ≠ 0 := sub_ne_zero.mpr (hne x hx)
  rcases lt_or_gt_of_ne (hne x hx) with hl | hl
  · simp only [occ, if_pos hl, abs_of_neg (sub_neg.mpr hl), div_neg, div_self h0]
    norm_num
  · simp only [occ, if_neg (not_lt_of_gt hl), abs_of_pos (sub_pos.mpr hl), div_self h0]
    norm_num

/-- The indicator of empty levels is continuous on any set of levels that avoids `mu`. -/
theorem continuousOn_virt {S : Set ℝ} {mu : ℝ} (hmu : mu ∉ S) : ContinuousOn (virt mu) S := by
  refine (continuousOn_const.sub (continuousOn_occ hmu) :
    ContinuousOn (fun x => (1 : ℝ) - occ mu x) S).congr fun x hx => ?_
  have hne : x ≠ mu := fun h => hmu (h ▸ hx)
  rcases lt_or_gt_of_ne hne with hl | hl
  · simp [occ, virt, hl, not_lt_of_gt hl]
  · simp [occ, virt, hl, not_lt_of_gt hl]
```

The identities $P^2=P$ and $P+Q=1$ are then checked level by level.

```lean
/-- For self-adjoint `H` with `mu` outside its spectrum, `P` is an orthogonal projector and
`P + Q = 1`. -/
theorem projectors {H : A} {mu : ℝ} (hH : IsSelfAdjoint H) (hmu : mu ∉ spectrum ℝ H) :
    IsSelfAdjoint (occProj H mu) ∧ occProj H mu * occProj H mu = occProj H mu ∧
      occProj H mu + virtProj H mu = 1 := by
  have ho := continuousOn_occ hmu
  have hv := continuousOn_virt hmu
  refine ⟨cfc_predicate _ _, ?_, ?_⟩
  · unfold occProj
    rw [← cfc_mul (occ mu) (occ mu) H ho ho]
    refine cfc_congr fun x _ => ?_
    by_cases h : x < mu <;> simp [occ, h]
  · unfold occProj virtProj
    rw [← cfc_add (a := H) (f := occ mu) (g := virt mu) (hf := ho) (hg := hv),
      ← cfc_const_one ℝ H hH]
    refine cfc_congr fun x hx => ?_
    have hne : x ≠ mu := fun h => hmu (h ▸ hx)
    rcases lt_or_gt_of_ne hne with hl | hl
    · simp [occ, virt, hl, not_lt_of_gt hl]
    · simp [occ, virt, hl, not_lt_of_gt hl]
```

With $d=0$ the condition `hgap` would be empty. A matrix could then have a level at $\mu$, which belongs to neither projector, and the jump would miss that level.

## Hermiticity: `hH`

Hermiticity gives real levels and orthonormal eigenvectors. By hand, it is what lets the norm of $\sum_i f(\varepsilon_i)|i\rangle\langle i|$ be bounded by any bound on the numbers $|f(\varepsilon_i)|$. In Lean, it turns the exponential, and then each branch of $G$, into a function of $H$.

```lean
/-- For self-adjoint `H`, the evolution operator is the function `exp(-(x - mu) τ)` of `H`. -/
theorem evol_eq_cfc {H : A} (hH : IsSelfAdjoint H) (mu τ : ℝ) :
    evol H mu τ = cfc (fun x : ℝ => Real.exp (τ * -(x - mu))) H := by
  have h1 : cfc (fun x : ℝ => τ * -(x - mu)) H = τ • -(H - algebraMap ℝ A mu) := by
    rw [cfc_const_mul τ (fun x : ℝ => -(x - mu)) H (by fun_prop),
      cfc_neg (fun x : ℝ => x - mu) H,
      cfc_sub (a := H) (f := fun x : ℝ => x) (g := fun _ => mu), cfc_id' ℝ H hH,
      cfc_const mu H hH]
  rw [evol, ← h1, ← CFC.real_exp_eq_normedSpace_exp (cfc_predicate _ _)]
  exact (cfc_comp' Real.exp (fun x : ℝ => τ * -(x - mu)) H
    (by fun_prop) (by fun_prop) hH).symm

/-- For self-adjoint `H` with `mu` outside its spectrum, the Green's function at each `τ` is a
function of `H`, given level by level. -/
theorem green_eq_cfc {H : A} {mu : ℝ} (hH : IsSelfAdjoint H) (hmu : mu ∉ spectrum ℝ H)
    (τ : ℝ) : green H mu τ = cfc (fun x : ℝ => Real.exp (τ * -(x - mu)) *
      (if 0 < τ then -virt mu x else occ mu x)) H := by
  by_cases h : 0 < τ
  · simp only [green, if_pos h]
    rw [evol_eq_cfc hH, virtProj, ← mul_neg, ← cfc_neg (virt mu) H]
    exact (cfc_mul _ _ H (by fun_prop) (continuousOn_virt hmu).neg).symm
  · simp only [green, if_neg h]
    rw [evol_eq_cfc hH, occProj]
    exact (cfc_mul _ _ H (by fun_prop) (continuousOn_occ hmu)).symm
```

In the formula by hand, the bound can fail without it. Take $H=\begin{pmatrix}-1&a\\0&1\end{pmatrix}$ with real $a\neq0$, $\mu=0$ and $d=1$. The projector onto the upper level along the lower one is $Q=(H+1)/2$, with norm $\sqrt{1+a^2/4}>1$, whereas the bound tends to $1$ as $\tau\to0^+$. In Lean, `cfc` returns $0$ for this non-Hermitian $H$, so `green` is zero and the statement that fails without `hH` is the jump identity.

## Away from equal times: `τ ≠ 0`

On either side of zero, $P$ or $Q$ is a constant factor, so differentiating the exponential gives

$$G'(\tau)=-(H-\mu)\,G(\tau).$$

As $\tau\to0$ the exponential tends to $1$, hence $G(0^+)=-Q$, $G(0^-)=P$, and the difference is $-(Q+P)=-1$. On any nonzero space this jump rules out a derivative at $\tau=0$.

The derivative of the exponential needs no assumption on $H$:

```lean
/-- The evolution operator solves the imaginary-time Schrödinger equation. -/
theorem evol_hasDerivAt (H : A) (mu τ : ℝ) :
    HasDerivAt (evol H mu) (-(H - algebraMap ℝ A mu) * evol H mu τ) τ :=
  hasDerivAt_exp_smul_const' (-(H - algebraMap ℝ A mu)) τ
```

In `green_main`, the equation of motion holds because `green` agrees with a single branch near each $\tau\neq0$. The norm bound uses `norm_cfc_le` and the two level estimates above, and it includes $\tau=0$. The two `Tendsto` statements are the one-sided limits, and the last identity is their difference.

```lean
/-- Let `H` be self-adjoint with spectrum at distance at least `d > 0` from `mu`. Then
`G' = -(H - mu) G` for `τ ≠ 0`, `‖G(τ)‖ ≤ exp(-d |τ|)`, and the one-sided limits
`G(0+) = -Q` and `G(0-) = P` differ by `-1`. -/
theorem green_main {H : A} {mu d : ℝ} (hH : IsSelfAdjoint H) (hd : 0 < d)
    (hgap : ∀ x ∈ spectrum ℝ H, d ≤ |x - mu|) :
    (∀ τ, τ ≠ 0 → HasDerivAt (green H mu) (-(H - algebraMap ℝ A mu) * green H mu τ) τ) ∧
    (∀ τ, ‖green H mu τ‖ ≤ Real.exp (-d * |τ|)) ∧
    Tendsto (green H mu) (𝓝[>] 0) (𝓝 (-virtProj H mu)) ∧
    Tendsto (green H mu) (𝓝[<] 0) (𝓝 (occProj H mu)) ∧
    -virtProj H mu - occProj H mu = -1 := by
  have hmu : mu ∉ spectrum ℝ H := fun h => by
    have := hgap mu h
    rw [sub_self, abs_zero] at this
    linarith
  have hc : Tendsto (evol H mu) (𝓝 0) (𝓝 1) := by
    have h := (evol_hasDerivAt H mu 0).continuousAt.tendsto
    have h0 : evol H mu 0 = 1 := by simp [evol, NormedSpace.exp_zero]
    rwa [h0] at h
  refine ⟨fun τ hτ => ?_, fun τ => ?_, ?_, ?_, ?_⟩
  · -- equation of motion, on each side of `τ = 0`
    rcases lt_or_gt_of_ne hτ with h | h
    · have h1 := (evol_hasDerivAt H mu τ).mul_const (occProj H mu)
      have h2 : green H mu =ᶠ[𝓝 τ] fun t => evol H mu t * occProj H mu := by
        filter_upwards [Iio_mem_nhds h] with t ht
        exact if_neg (not_lt_of_gt ht)
      refine (h1.congr_of_eventuallyEq h2).congr_deriv ?_
      rw [h2.eq_of_nhds, mul_assoc]
    · have h1 := ((evol_hasDerivAt H mu τ).mul_const (virtProj H mu)).fun_neg
      have h2 : green H mu =ᶠ[𝓝 τ] fun t => -(evol H mu t * virtProj H mu) := by
        filter_upwards [Ioi_mem_nhds h] with t ht
        exact if_pos ht
      refine (h1.congr_of_eventuallyEq h2).congr_deriv ?_
      rw [h2.eq_of_nhds, mul_assoc, mul_neg]
  · -- the norm is controlled level by level
    rw [green_eq_cfc hH hmu]
    refine norm_cfc_le (Real.exp_pos _).le fun x hx => ?_
    have hg := hgap x hx
    rw [norm_mul, Real.norm_eq_abs, Real.abs_exp]
    by_cases h : 0 < τ
    · by_cases hl : mu < x
      · rw [abs_of_pos (sub_pos.mpr hl)] at hg
        simp only [if_pos h, virt, if_pos hl, norm_neg, norm_one, mul_one, abs_of_pos h]
        exact Real.exp_le_exp.mpr (by nlinarith)
      · simp only [if_pos h, virt, if_neg hl, neg_zero, norm_zero, mul_zero]
        exact (Real.exp_pos _).le
    · by_cases hl : x < mu
      · rw [abs_of_neg (sub_neg.mpr hl)] at hg
        simp only [if_neg h, occ, if_pos hl, norm_one, mul_one, abs_of_nonpos (not_lt.mp h)]
        exact Real.exp_le_exp.mpr (by nlinarith [not_lt.mp h])
      · simp only [if_neg h, occ, if_neg hl, norm_zero, mul_zero]
        exact (Real.exp_pos _).le
  · have h1 := ((hc.mul_const (virtProj H mu)).neg).mono_left
      (nhdsWithin_le_nhds (s := Set.Ioi (0 : ℝ)))
    rw [one_mul] at h1
    refine h1.congr' ?_
    filter_upwards [self_mem_nhdsWithin] with t ht
    exact (if_pos ht).symm
  · have h1 := (hc.mul_const (occProj H mu)).mono_left
      (nhdsWithin_le_nhds (s := Set.Iio (0 : ℝ)))
    rw [one_mul] at h1
    refine h1.congr' ?_
    filter_upwards [self_mem_nhdsWithin] with t ht
    exact (if_neg (not_lt_of_gt ht)).symm
  · rw [← (projectors hH hmu).2.2]
    abel
```

## A level at the band edge: `hx`

If $\mu+d$ is itself a level, $d$ is the exact distance to the lowest empty state. For $\tau>0$ that level contributes magnitude $e^{-d\tau}$, so the norm is at least this large and the bound is an equality. The proof evaluates the function at $\mu+d$ with `norm_apply_le_norm_cfc`. Without such a level, any empty states lie higher, and for $\tau>0$ $G$ decays faster, or vanishes if there are none.

```lean
/-- For self-adjoint `H` with spectrum at distance at least `d > 0` from `mu`, the norm bound is an
equality at every `τ > 0` if `mu + d` lies in the spectrum. -/
theorem green_norm_sharp {H : A} {mu d : ℝ} (hH : IsSelfAdjoint H) (hd : 0 < d)
    (hgap : ∀ x ∈ spectrum ℝ H, d ≤ |x - mu|) {τ : ℝ} (h : 0 < τ)
    (hx : mu + d ∈ spectrum ℝ H) :
    ‖green H mu τ‖ = Real.exp (-d * |τ|) := by
  have hmu : mu ∉ spectrum ℝ H := fun h => by
    have := hgap mu h
    rw [sub_self, abs_zero] at this
    linarith
  refine le_antisymm ((green_main hH hd hgap).2.1 τ) ?_
  have hf : ContinuousOn (fun x : ℝ => Real.exp (τ * -(x - mu)) *
      (if 0 < τ then -virt mu x else occ mu x)) (spectrum ℝ H) := by
    refine ContinuousOn.mul (by fun_prop) ?_
    simp only [if_pos h]
    exact (continuousOn_virt hmu).neg
  rw [green_eq_cfc hH hmu]
  -- the level at the band edge already saturates the bound
  refine le_trans (le_of_eq ?_) (norm_apply_le_norm_cfc _ H hx hf hH)
  have hl : mu < mu + d := by linarith
  rw [norm_mul, Real.norm_eq_abs, Real.abs_exp]
  simp only [if_pos h, virt, if_pos hl, norm_neg, norm_one, mul_one, abs_of_pos h]
  congr 1
  ring

end

end ImaginaryTimeGreen
```

```lean
#print axioms ImaginaryTimeGreen.green_eq_cfc
-- 'ImaginaryTimeGreen.green_eq_cfc' depends on axioms: [propext, Classical.choice, Quot.sound]
#print axioms ImaginaryTimeGreen.green_norm_sharp
-- 'ImaginaryTimeGreen.green_norm_sharp' depends on axioms: [propext, Classical.choice, Quot.sound]
```

A single level $H=\varepsilon>\mu$ with $d=\varepsilon-\mu$ shows why the sign of $\tau$ matters here: $G=-e^{-d\tau}$ for $\tau>0$, but $G=0$ for $\tau<0$.

## In a space-time GW calculation

For the non-interacting $G$ of a fixed mean-field Hamiltonian in a finite basis, a code can sum over empty orbitals for $\tau>0$ and occupied ones for $\tau<0$, so that every exponential it evaluates decays. The polarizability is then built from products of the two branches in real space. An empty level $\varepsilon_a$ and an occupied level $\varepsilon_i$ enter it with the factor $e^{-(\varepsilon_a-\mu)|\tau|}\,e^{-(\mu-\varepsilon_i)|\tau|}=e^{-(\varepsilon_a-\varepsilon_i)|\tau|}$. The position of $\mu$ in the gap drops out, and the pairs with the smallest energy difference decay most slowly.
